# The zero-temperature BCS gap loop with a constant density of states converges from every positive start, with slope \(1-g\tanh(1/g)\) at the gap

We take the gap map to be the integral over band energies, not the inverse hyperbolic sine that results from it, so the closed form has to be proved. For a trial gap \(x\), the map is

\[
f(x)=g\int_0^w \frac{x}{\sqrt{\xi^2+x^2}}\,d\xi .
\]

Here \(\xi\) is the single-particle energy measured from the Fermi level. The dimensionless coupling \(g>0\) stands for the pairing attraction times the density of states per spin, which is constant in this model. The cutoff \(w>0\) is the half-width of the energy window in which the attraction acts. Both are inputs to the model. A self-consistent gap is a fixed point of \(f\), and the plain loop is \(x_{k+1}=f(x_k)\).

The claim is that \(f\) has exactly one positive fixed point, \(\Delta=w/\sinh(1/g)\), that its slope there is \(1-g\tanh(1/g)\), and that the loop reaches \(\Delta\) from every \(x_0>0\). The slope is strictly below one but tends to one as \(g\to0^+\). The value \(x=0\), the normal state, is also a fixed point, so a loop started there stays there; since \(f\) is odd, a negative start leads to \(-\Delta\) instead.

## Solving for the gap and its slope

For \(x>0\), differentiate \(x\,\mathrm{arsinh}(\xi/x)\) with respect to \(\xi\):

\[
x\cdot\frac{1}{x}\cdot\frac{1}{\sqrt{1+\xi^2/x^2}}=\frac{x}{\sqrt{\xi^2+x^2}} .
\]

This is the integrand, and the primitive vanishes at \(\xi=0\), so \(f(x)=g\,x\,\mathrm{arsinh}(w/x)\). Dividing \(f(x)=x\) by \(gx\) gives

\[
\mathrm{arsinh}(w/x)=\frac1g
\quad\Longleftrightarrow\quad
x=\frac{w}{\sinh(1/g)}=\Delta .
\]

For the slope, put \(u=\mathrm{arsinh}(w/x)\), so that \(\sinh u=w/x\) and \(\cosh u=\sqrt{1+(w/x)^2}\). The product and chain rules give

\[
f'(x)=g\,u+g\,x\cdot\frac{-w/x^2}{\sqrt{1+(w/x)^2}}
=g\,(u-\tanh u).
\]

At \(x=\Delta\) we have \(u=1/g\), hence \(f'(\Delta)=1-g\tanh(1/g)\).

To bound this number we need \(\tanh t<t\) for \(t>0\). The function \(t\cosh t-\sinh t\) vanishes at zero and has derivative \(t\sinh t>0\), so \(\sinh t<t\cosh t\); divide by \(\cosh t\). Together with \(0<\tanh t<1\), taken at \(t=1/g\), this yields

\[
\max(0,\,1-g)<f'(\Delta)<1 .
\]

## Monotone approach from either side

Since \(u>\tanh u\) for \(u>0\), \(f\) is increasing on \(x>0\). The ratio \(f(x)/x=g\,\mathrm{arsinh}(w/x)\) decreases with \(x\) and equals one at \(\Delta\). Therefore \(f(x)\ge x\) when \(x\le\Delta\), and \(f(x)\le x\) when \(x\ge\Delta\).

If \(x_0\le\Delta\), then \(x_k\le\Delta\) implies \(x_k\le f(x_k)\le f(\Delta)=\Delta\). The iterates increase and are bounded by \(\Delta\), so they have a limit \(L\ge x_0>0\). Continuity of \(f\) at \(L\) gives \(f(L)=L\), hence \(L=\Delta\). If \(x_0\ge\Delta\), the inequalities reverse: the iterates decrease, stay above \(\Delta\), and converge to it by the same argument.

## Weak coupling

As \(g\to0^+\), the slope is squeezed between \(1-g\) and \(1\). For \(g=0.2\) the gap is about \(0.0135\,w\) and the slope about \(0.800\). To first order, each pass then leaves 80 per cent of the error, or roughly ten passes per decimal digit. That count is a linearised estimate; the convergence theorem below carries no rate. For self-consistent-field practice, this mean-field model with a single unknown shows a loop that always converges from a positive start, yet slows down as the coupling weakens.

## The integral and the closed gap formula in Lean

```lean
import Mathlib

open Filter Topology

namespace BCSGapIteration

noncomputable section
```

All quantities are real numbers. `gapMap g w x` is \(f(x)\), and `gap g w` is \(\Delta\) when \(g\) and \(w\) are positive. The formula in `gap` also has a value for \(g<0\), but that value is not a gap: with \(g<0\) and \(w>0\), \(f(x)\) is negative for every \(x>0\), so no positive \(x\) is self-consistent.

```lean
/-- The zero-temperature BCS gap map for a constant density of states, with dimensionless
coupling `g`, energy cutoff `w` and trial gap `x > 0`. -/
def gapMap (g w x : ℝ) : ℝ := g * ∫ ξ in (0 : ℝ)..w, x / √(ξ ^ 2 + x ^ 2)

/-- The closed BCS formula `w / sinh (1/g)` for the gap, for coupling `g ≠ 0`. -/
def gap (g w : ℝ) : ℝ := w / Real.sinh (1 / g)
```

The usual gap equation integrates \(x/(2\sqrt{\xi^2+x^2})\) over the whole window from \(-w\) to \(w\). The integrand is even in \(\xi\), so this equals the integral from \(0\) to \(w\) without the factor \(1/2\), which is the form used here. Finite temperature, an energy-dependent density of states and a momentum-dependent gap are not treated.

The first lemma is the inequality \(\tanh t<t\). `hd` computes the derivative \(u\sinh u\), `hm` turns its positivity into strict monotonicity on \([0,\infty)\), and the last lines compare the values at \(0\) and \(t\).

```lean
/-- The hyperbolic tangent of a positive number is smaller than the number. -/
theorem tanh_lt_self {t : ℝ} (ht : 0 < t) : Real.tanh t < t := by
  -- `u cosh u - sinh u` vanishes at zero and has derivative `u sinh u`
  have hd : ∀ u : ℝ, HasDerivAt (fun u : ℝ => u * Real.cosh u - Real.sinh u)
      (u * Real.sinh u) u := by
    intro u
    have h := ((hasDerivAt_id' u).fun_mul (Real.hasDerivAt_cosh u)).fun_sub
      (Real.hasDerivAt_sinh u)
    exact h.congr_deriv (by ring)
  have hm : StrictMonoOn (fun u : ℝ => u * Real.cosh u - Real.sinh u) (Set.Ici 0) := by
    refine strictMonoOn_of_deriv_pos (convex_Ici 0)
      (fun u _ => (hd u).continuousAt.continuousWithinAt) ?_
    intro u hu
    rw [interior_Ici] at hu
    rw [(hd u).deriv]
    exact mul_pos hu (Real.sinh_pos_iff.2 hu)
  have h := hm (Set.mem_Ici.2 le_rfl) (Set.mem_Ici.2 ht.le) ht
  simp only [zero_mul, Real.sinh_zero, sub_zero] at h
  rw [Real.tanh_eq_sinh_div_cosh, div_lt_iff₀ (Real.cosh_pos t)]
  linarith
```

## From the integral to the fixed point

The closed form holds for any real `g` and `w`, provided \(x>0\). In the proof, `hd` states that \(x\,\mathrm{arsinh}(\xi/x)\) has the integrand as its derivative, and `aux` pulls the positive factor \(x\) out of the square root. The fundamental theorem of calculus, `intervalIntegral.integral_eq_sub_of_hasDerivAt`, then evaluates the integral.

```lean
/-- For a positive trial gap the integral over band energies gives `g x arsinh (w/x)`. -/
theorem gapMap_eq (g w : ℝ) {x : ℝ} (hx : 0 < x) :
    gapMap g w x = g * x * Real.arsinh (w / x) := by
  have hne := hx.ne'
  -- `x arsinh (ξ/x)` is a primitive of the integrand
  have hd : ∀ ξ ∈ Set.uIcc 0 w, HasDerivAt (fun ξ : ℝ => x * Real.arsinh (ξ / x))
      (x / √(ξ ^ 2 + x ^ 2)) ξ := by
    intro ξ _
    have h1 : HasDerivAt (fun y : ℝ => Real.arsinh (y / x))
        ((√(1 + (ξ / x) ^ 2))⁻¹ * (1 / x)) ξ :=
      by simpa only [smul_eq_mul] using ((hasDerivAt_id' ξ).div_const x).arsinh
    refine (h1.const_mul x).congr_deriv ?_
    have aux : ∀ q : ℝ, √((x * q) ^ 2 + x ^ 2) = x * √(1 + q ^ 2) := by
      intro q
      rw [show (x * q) ^ 2 + x ^ 2 = x ^ 2 * (1 + q ^ 2) by ring,
        Real.sqrt_mul (sq_nonneg x), Real.sqrt_sq hx.le]
    have hq : x * (ξ / x) = ξ := by field_simp
    have hs := aux (ξ / x)
    rw [hq] at hs
    rw [hs]
    have hp : 0 < √(1 + (ξ / x) ^ 2) := Real.sqrt_pos.2 (by positivity)
    generalize √(1 + (ξ / x) ^ 2) = r at hp ⊢
    field_simp
  have hc : Continuous (fun ξ : ℝ => x / √(ξ ^ 2 + x ^ 2)) :=
    Continuous.div continuous_const (by fun_prop)
      (fun ξ => (Real.sqrt_pos.2 (by positivity)).ne')
  rw [gapMap, intervalIntegral.integral_eq_sub_of_hasDerivAt hd (hc.intervalIntegrable 0 w)]
  simp only [zero_div, Real.arsinh_zero, mul_zero, sub_zero]
  ring
```

Next come the positivity of \(\Delta\) and the relation \(w/\Delta=\sinh(1/g)\).

```lean
/-- For positive coupling and cutoff the BCS gap is positive, and the ratio of cutoff to gap
is `sinh (1/g)`. -/
theorem gap_spec {g w : ℝ} (hg : 0 < g) (hw : 0 < w) :
    0 < gap g w ∧ w / gap g w = Real.sinh (1 / g) := by
  have hs : 0 < Real.sinh (1 / g) := Real.sinh_pos_iff.2 (by positivity)
  rw [gap]
  generalize Real.sinh (1 / g) = s at hs ⊢
  exact ⟨div_pos hw hs, by field_simp⟩
```

Existence and uniqueness are stated together as an equivalence: a positive \(x\) satisfies \(f(x)=x\) if and only if \(x=\Delta\). The forward direction cancels \(x\) and applies \(\sinh\) to both sides; the reverse direction substitutes \(\Delta\).

```lean
/-- For positive coupling and cutoff, a positive trial gap is self-consistent exactly when it
is the BCS gap `w / sinh (1/g)`. -/
theorem gapMap_eq_self_iff {g w x : ℝ} (hg : 0 < g) (hw : 0 < w) (hx : 0 < x) :
    gapMap g w x = x ↔ x = gap g w := by
  rw [gapMap_eq g w hx]
  constructor
  · intro h
    have h1 : Real.arsinh (w / x) = 1 / g := by
      rw [eq_div_iff hg.ne']
      apply mul_left_cancel₀ hx.ne'
      linear_combination h
    have h2 : w / x = Real.sinh (1 / g) := by rw [← h1, Real.sinh_arsinh]
    have hs : Real.sinh (1 / g) ≠ 0 := (Real.sinh_pos_iff.2 (by positivity)).ne'
    rw [gap, eq_div_iff hs, ← h2]
    field_simp
  · rintro rfl
    rw [(gap_spec hg hw).2, Real.arsinh_sinh]
    field_simp
```

## Differentiating through a local equality

`HasDerivAt F d x` says that `F` has derivative `d` at `x`. The function to be differentiated is the integral, while the convenient formula is \(g\,y\,\mathrm{arsinh}(w/y)\). These are not the same function on the whole line: the integral is odd in \(y\) and the formula is even, so for positive \(g\) and \(w\) they disagree at every negative \(y\).

The device that resolves this is eventual equality, written `=ᶠ[𝓝 x]`: two functions agree on some neighbourhood of \(x\). Because \(x>0\), the positive half-line is such a neighbourhood, and `h3` records the agreement there. `congr_of_eventuallyEq` then transfers the derivative from the formula to the integral. The remaining lines rewrite the result with \(\tanh u=\sinh u/\cosh u\).

```lean
/-- At a positive trial gap `x` the gap map has slope `g (u - tanh u)`,
where `u = arsinh (w/x)`. -/
theorem hasDerivAt_gapMap (g w : ℝ) {x : ℝ} (hx : 0 < x) :
    HasDerivAt (gapMap g w)
      (g * (Real.arsinh (w / x) - Real.tanh (Real.arsinh (w / x)))) x := by
  have h0 : HasDerivAt (fun y : ℝ => w / y) (-w / x ^ 2) x :=
    ((hasDerivAt_const x w).fun_div (hasDerivAt_id' x) hx.ne').congr_deriv (by ring)
  have h1 : HasDerivAt (fun y : ℝ => Real.arsinh (w / y))
      ((√(1 + (w / x) ^ 2))⁻¹ * (-w / x ^ 2)) x :=
    by simpa only [smul_eq_mul] using h0.arsinh
  have h2 := ((hasDerivAt_id' x).const_mul g).fun_mul h1
  -- near `x` the integral may be replaced by its closed form
  have h3 : gapMap g w =ᶠ[𝓝 x] fun y => g * y * Real.arsinh (w / y) := by
    filter_upwards [Ioi_mem_nhds hx] with y hy using gapMap_eq g w hy
  refine (h2.congr_of_eventuallyEq h3).congr_deriv ?_
  rw [Real.tanh_eq_sinh_div_cosh, Real.sinh_arsinh, Real.cosh_arsinh]
  have hp : 0 < √(1 + (w / x) ^ 2) := Real.sqrt_pos.2 (by positivity)
  generalize √(1 + (w / x) ^ 2) = r at hp ⊢
  have h4 : g * x * (r⁻¹ * (-w / x ^ 2)) = -(g * (w / x / r)) := by field_simp
  linear_combination h4
```

This derivative supplies the slope at the gap, the monotonicity of \(f\) and its continuity at a positive limit.

The next theorem sets \(u=1/g\) and joins four statements: the derivative at \(\Delta\), its positivity, the lower bound \(1-g\), and the upper bound one.

```lean
/-- For positive coupling and cutoff, the slope of the gap map at the BCS gap is
`1 - g tanh (1/g)`; it is positive, larger than `1 - g`, and strictly below one. -/
theorem slope_at_gap {g w : ℝ} (hg : 0 < g) (hw : 0 < w) :
    HasDerivAt (gapMap g w) (1 - g * Real.tanh (1 / g)) (gap g w) ∧
      0 < 1 - g * Real.tanh (1 / g) ∧ 1 - g < 1 - g * Real.tanh (1 / g) ∧
      1 - g * Real.tanh (1 / g) < 1 := by
  have hi : 0 < 1 / g := by positivity
  have hgi : g * (1 / g) = 1 := mul_one_div_cancel hg.ne'
  have hpos : 0 < Real.tanh (1 / g) := by
    rw [Real.tanh_eq_sinh_div_cosh]
    exact div_pos (Real.sinh_pos_iff.2 hi) (Real.cosh_pos _)
  have hone : Real.tanh (1 / g) < 1 := by
    rw [Real.tanh_eq_sinh_div_cosh, div_lt_one (Real.cosh_pos _)]
    exact Real.sinh_lt_cosh _
  have h1 := mul_lt_mul_of_pos_left (tanh_lt_self hi) hg
  have h2 := mul_lt_mul_of_pos_left hone hg
  have h3 := mul_pos hg hpos
  refine ⟨(hasDerivAt_gapMap g w (gap_spec hg hw).1).congr_deriv ?_, ?_, ?_, ?_⟩
  · rw [(gap_spec hg hw).2, Real.arsinh_sinh, mul_sub, hgi]
  · linarith
  · linarith
  · linarith
```

In the weak-coupling limit, `𝓝[>] 0` means that \(g\) approaches zero through positive values. The proof is the squeeze between \(1-g\) and \(1\). It calls the previous theorem with cutoff one, which is harmless because the slope does not depend on \(w\).

```lean
/-- As the coupling tends to zero from above, the slope `1 - g tanh (1/g)` tends to one. -/
theorem slope_weak_coupling :
    Tendsto (fun g : ℝ => 1 - g * Real.tanh (1 / g)) (𝓝[>] 0) (𝓝 1) := by
  have hl : Tendsto (fun g : ℝ => 1 - g) (𝓝[>] 0) (𝓝 1) :=
    ((by fun_prop : Continuous fun g : ℝ => 1 - g).tendsto' 0 1 (by simp)).mono_left
      nhdsWithin_le_nhds
  refine tendsto_of_tendsto_of_tendsto_of_le_of_le' hl tendsto_const_nhds ?_ ?_
  · filter_upwards [self_mem_nhdsWithin] with g hg
    exact (slope_at_gap hg one_pos).2.2.1.le
  · filter_upwards [self_mem_nhdsWithin] with g hg
    exact (slope_at_gap hg one_pos).2.2.2.le
```

## Convergence of the undamped loop

Monotonicity follows from a nonnegative derivative, using \(\tanh u<u\) at \(u=\mathrm{arsinh}(w/x)\).

```lean
/-- For positive coupling and cutoff, the gap map is increasing on positive trial gaps. -/
theorem gapMap_monotoneOn {g w : ℝ} (hg : 0 < g) (hw : 0 < w) :
    MonotoneOn (gapMap g w) (Set.Ioi 0) := by
  refine monotoneOn_of_deriv_nonneg (convex_Ioi 0)
    (fun x hx => (hasDerivAt_gapMap g w hx).continuousAt.continuousWithinAt) ?_ ?_
  · intro x hx
    rw [interior_Ioi] at hx
    exact (hasDerivAt_gapMap g w hx).differentiableAt.differentiableWithinAt
  · intro x hx
    rw [interior_Ioi] at hx
    rw [(hasDerivAt_gapMap g w hx).deriv]
    have hu : 0 < Real.arsinh (w / x) := Real.arsinh_pos_iff.2 (div_pos hw hx)
    exact mul_nonneg hg.le (sub_nonneg.2 (tanh_lt_self hu).le)
```

The comparison with the diagonal uses the ordering of \(w/x\) and \(w/\Delta\), the monotonicity of \(\mathrm{arsinh}\), and multiplication by \(gx\).

```lean
/-- For positive coupling, cutoff and trial gap `x`: if `x` is at most the BCS gap, the gap map does
not lower it, and if `x` is at least the BCS gap, the gap map does not raise it. -/
theorem gapMap_toward_gap {g w x : ℝ} (hg : 0 < g) (hw : 0 < w) (hx : 0 < x) :
    (x ≤ gap g w → x ≤ gapMap g w x) ∧ (gap g w ≤ x → gapMap g w x ≤ x) := by
  obtain ⟨hG, hr⟩ := gap_spec hg hw
  have hu : Real.arsinh (w / gap g w) = 1 / g := by rw [hr, Real.arsinh_sinh]
  have hxg : g * x * (1 / g) = x := by field_simp
  have hgx : 0 ≤ g * x := by positivity
  rw [gapMap_eq g w hx]
  constructor
  · intro h
    have h1 : w / gap g w ≤ w / x := by gcongr
    have h2 := mul_le_mul_of_nonneg_left (Real.arsinh_le_arsinh.2 h1) hgx
    rw [hu, hxg] at h2
    exact h2
  · intro h
    have h1 : w / x ≤ w / gap g w := by gcongr
    have h2 := mul_le_mul_of_nonneg_left (Real.arsinh_le_arsinh.2 h1) hgx
    rw [hu, hxg] at h2
    exact h2
```

In the final theorem the loop is any sequence `x : ℕ → ℝ` with a positive first term that satisfies `x (k + 1) = gapMap g w (x k)`. The conclusion, `Tendsto x atTop (𝓝 (gap g w))`, is \(x_k\to\Delta\).

The auxiliary statement `key` is the continuity argument: the shifted sequence tends to both \(L\) and \(f(L)\), so a positive limit is a fixed point and equals \(\Delta\). The proof then splits according to the side of \(\Delta\) on which the loop starts. In each case `hb` proves the bounds by induction and `hm` the monotonicity. A bounded monotone sequence converges to its supremum or infimum, and `key` identifies that value as the gap.

```lean
/-- For positive coupling and cutoff, the undamped self-consistency loop converges to the BCS
gap from every positive starting value. -/
theorem gap_iteration_tendsto {g w : ℝ} (hg : 0 < g) (hw : 0 < w) (x : ℕ → ℝ)
    (h0 : 0 < x 0) (hstep : ∀ k, x (k + 1) = gapMap g w (x k)) :
    Tendsto x atTop (𝓝 (gap g w)) := by
  have hG := (gap_spec hg hw).1
  have hfix : gapMap g w (gap g w) = gap g w := (gapMap_eq_self_iff hg hw hG).2 rfl
  -- a positive limit is a fixed point, hence the gap
  have key : ∀ L, 0 < L → Tendsto x atTop (𝓝 L) → L = gap g w := by
    intro L hL hx
    have h1 : Tendsto (fun k => gapMap g w (x k)) atTop (𝓝 L) :=
      (hx.comp (tendsto_add_atTop_nat 1)).congr (fun k => hstep k)
    have h2 : Tendsto (fun k => gapMap g w (x k)) atTop (𝓝 (gapMap g w L)) :=
      (hasDerivAt_gapMap g w hL).continuousAt.tendsto.comp hx
    exact (gapMap_eq_self_iff hg hw hL).1 (tendsto_nhds_unique h2 h1)
  rcases le_total (x 0) (gap g w) with h | h
  · -- from below the iterates increase
    have hb : ∀ k, 0 < x k ∧ x k ≤ gap g w := by
      intro k
      induction k with
      | zero => exact ⟨h0, h⟩
      | succ k ih =>
        rw [hstep k]
        exact ⟨ih.1.trans_le ((gapMap_toward_gap hg hw ih.1).1 ih.2),
          (gapMap_monotoneOn hg hw ih.1 hG ih.2).trans_eq hfix⟩
    have hm : Monotone x := monotone_nat_of_le_succ fun k => by
      rw [hstep k]
      exact (gapMap_toward_gap hg hw (hb k).1).1 (hb k).2
    have ht := tendsto_atTop_ciSup hm ⟨gap g w, by rintro _ ⟨k, rfl⟩; exact (hb k).2⟩
    have e := key _ (h0.trans_le (hm.ge_of_tendsto ht 0)) ht
    rw [e] at ht
    exact ht
  · -- from above they decrease
    have hb : ∀ k, gap g w ≤ x k := by
      intro k
      induction k with
      | zero => exact h
      | succ k ih =>
        rw [hstep k]
        exact hfix.symm.trans_le (gapMap_monotoneOn hg hw hG (hG.trans_le ih) ih)
    have hm : Antitone x := antitone_nat_of_succ_le fun k => by
      rw [hstep k]
      exact (gapMap_toward_gap hg hw (hG.trans_le (hb k))).2 (hb k)
    have ht := tendsto_atTop_ciInf hm ⟨gap g w, by rintro _ ⟨k, rfl⟩; exact hb k⟩
    have e := key _ (hG.trans_le (ge_of_tendsto' ht hb)) ht
    rw [e] at ht
    exact ht

end

end BCSGapIteration
```

```lean
#print axioms BCSGapIteration.slope_weak_coupling
#print axioms BCSGapIteration.gap_iteration_tendsto
```

```
'BCSGapIteration.slope_weak_coupling' depends on axioms: [propext, Classical.choice, Quot.sound]
'BCSGapIteration.gap_iteration_tendsto' depends on axioms: [propext, Classical.choice, Quot.sound]
```
